# The polynomial part of a filled lowest Landau level is a Slater determinant of the orbitals 1, z, …, z^(N−1)

For a finite number N of particles, `filledLevel_eq_slater` states that the product of z_j − z_i over all pairs i < j equals the sum, over all permutations σ, of the sign of σ times the monomial in which particle k has exponent σ⁻¹(k). In physics, this writes the polynomial part of the filled lowest Landau level as a Slater determinant of the orbitals 1, z, …, z^(N−1). The Gaussian factor is left out and nothing is normalised, so each monomial has coefficient +1 or −1; no Hamiltonian enters the statement. The attempt identifies the product with a Vandermonde determinant, expands that over permutations, and compares the two sides one permutation at a time.

In Lean, a first try:

```lean
import Mathlib

open MvPolynomial

namespace FilledLandauLevel

noncomputable section

/-- The polynomial part of the filled lowest Landau level: the product of `z_j - z_i` over all
pairs `i < j`. -/
def filledLevel (N : ℕ) : MvPolynomial (Fin N) ℂ :=
  ∏ i : Fin N, ∏ j ∈ Finset.Ioi i, (X j - X i)

/-- The occupation in which particle `i` sits in the orbital `z ^ i`, for `i = 0, ..., N - 1`. -/
def ladder (N : ℕ) : Fin N →₀ ℕ :=
  Finsupp.equivFunOnFinite.symm (fun i => (i : ℕ))

/-- After the particles are permuted by `σ`, particle `k` sits in the orbital that belonged
to particle `σ⁻¹ k`. -/
theorem ladder_perm_apply {N : ℕ} (σ : Equiv.Perm (Fin N)) (k : Fin N) :
    Finsupp.mapDomain σ (ladder N) k = (σ.symm k : ℕ) := by
  rw [Finsupp.mapDomain_equiv_apply]
  rfl

/-- The filled level is the Slater determinant of the orbitals `1, z, ..., z ^ (N - 1)`, written
out as a signed sum over permutations. -/
theorem filledLevel_eq_slater (N : ℕ) :
    filledLevel N = ∑ σ : Equiv.Perm (Fin N),
      monomial (Finsupp.mapDomain σ (ladder N)) ((Equiv.Perm.sign σ : ℤ) : ℂ) := by
  have hdet : filledLevel N =
      (Matrix.vandermonde (X : Fin N → MvPolynomial (Fin N) ℂ)).det :=
    (Matrix.det_vandermonde _).symm
  rw [hdet, Matrix.det_apply']
  refine Finset.sum_congr rfl fun σ _ => ?_
  rw [monomial_eq, Finsupp.prod_fintype _ _ (fun i => pow_zero _), map_intCast]
  congr 1
  rw [← Equiv.prod_comp σ]
  refine Finset.prod_congr rfl fun i _ => ?_
  rw [ladder_perm_apply, Equiv.symm_apply_apply, Matrix.vandermonde_apply]

end

end FilledLandauLevel
```

Lean reports:

```
Main.lean:39:25: error: Tactic `rewrite` failed: Did not find an occurrence of the pattern
  (Equiv.symm ?e) (?e ?x)
in the target expression
  Matrix.vandermonde X (σ (σ i)) (σ i) = X i ^ ↑((Equiv.symm σ) i)

case e_a
N : ℕ
hdet : filledLevel N = (Matrix.vandermonde X).det
σ : Equiv.Perm (Fin N)
x✝¹ : σ ∈ Finset.univ
i : Fin N
x✝ : i ∈ Finset.univ
⊢ Matrix.vandermonde X (σ (σ i)) (σ i) = X i ^ ↑((Equiv.symm σ) i)

Note: The target expression is not type-correct under the `implicit` transparency level, which may have triggered the failure. This is usually caused by unfolding of semireducible definitions in prior tactic steps. Use `set_option linter.tacticCheckInstances true` to investigate the source of the issue.
Full error:
  function expected
    Matrix.vandermonde X (σ (σ i))
```

This version goes through:

```diff
@@ -35,7 +35,8 @@
   rw [monomial_eq, Finsupp.prod_fintype _ _ (fun i => pow_zero _), map_intCast]
   congr 1
-  rw [← Equiv.prod_comp σ]
+  -- relabel the particles in the monomial by the permutation
+  refine Eq.trans ?_ (Equiv.prod_comp σ _)
   refine Finset.prod_congr rfl fun i _ => ?_
-  rw [ladder_perm_apply, Equiv.symm_apply_apply, Matrix.vandermonde_apply]
+  simp only [ladder_perm_apply, Equiv.symm_apply_apply, Matrix.vandermonde_apply]
 
 end
```

Cause. The error says that `Equiv.symm_apply_apply` found no σ⁻¹ applied to σ of something. The goal has σ⁻¹(i) on the right and a doubled `σ (σ i)` on the left, because `rw [← Equiv.prod_comp σ]` relabelled the left-hand product, the first match, when the right-hand one needed it.

The repair uses `Eq.trans` to match the plain product in `Equiv.prod_comp` with the right-hand side. The exponent there becomes σ⁻¹(σ(i)), which simplifies to i, and `Matrix.vandermonde_apply` gives the same power on the left.

The message's note concerns applying a matrix as a function, which requires unfolding the definition of `Matrix`. It isn't needed to explain this failure, since the pattern is truly absent.

The final `simp only` uses the same three lemmas as the old `rw`; nothing in the message shows that this change was needed. The added comment is mere tidying.
